# Aligning two curves of curvature at most $K$ at their minima on a grid of spacing $h$, instead of at their true minima over the span of the grid, changes their RMS difference by at most $Kh^2/8$

Two methods give two energy curves along a bond stretch, sampled on the same grid. Each curve is shifted so that its lowest sampled energy is zero, and the root-mean-square (RMS) difference is reported as the disagreement between the methods. Even when both true minima lie within the scanned range, the grid generally misses them by different amounts, so the shifts carry different errors. Without a bound on these errors, one cannot tell how much of a small reported difference is due to the grid.

## From the missed minimum to the RMS difference

Let the grid points be $x_i = a + ih$ for $i = 0,\dots,N$, with $h>0$. Let $f$ be twice differentiable on the span $[a, a+Nh]$, with $f''\le K$ there and $K\ge 0$, and let $x_0$ minimise $f$ over the span. Write $\delta_f = \min_i f(x_i) - f(x_0)$ for the alignment error. It is non-negative, because every grid point lies in the span.

**A parabola above the curve.** If $x_0$ is an end of the span, it is a grid point and $\delta_f=0$. Otherwise $f'(x_0)=0$. Put $\varphi(y) = f(y) - \tfrac K2 (y-x_0)^2$. For $x>x_0$ the mean value theorem, used on $\varphi$ and then on $f'$, gives points $x_0<d<c<x$ with
$$\varphi(x)-\varphi(x_0) = \bigl(f'(c)-K(c-x_0)\bigr)(x-x_0),\qquad f'(c) = f''(d)(c-x_0)\le K(c-x_0).$$
Hence $\varphi(x)\le\varphi(x_0)$. For $x<x_0$ there are $x<c<d<x_0$ with $-f'(c)=f''(d)(x_0-c)\le K(x_0-c)$, so $\varphi'(c)\ge 0$ and again $\varphi(x)\le\varphi(x_0)$. In both cases
$$f(x)\le f(x_0)+\tfrac K2(x-x_0)^2 .$$

**The nearest grid point.** Let $t=(x_0-a)/h\in[0,N]$ and $n=\lfloor t+\tfrac12\rfloor$. Then $n\le N$ and $|x_n-x_0|\le h/2$, so
$$0\le\delta_f\le \tfrac K2\cdot\tfrac{h^2}{4}=\tfrac{Kh^2}{8}.$$

**A constant shift of the differences.** For numbers $v_0,\dots,v_M$ with mean $\bar v$, let $R(v)=\sqrt{\sum_i v_i^2/(M+1)}$. Cauchy–Schwarz gives $|\bar v|\le R(v)$, so
$$R(v+c)^2=R(v)^2+2c\bar v+c^2\le (R(v)+|c|)^2 .$$
Applying this also to $v+c$ with the shift $-c$ yields $|R(v+c)-R(v)|\le|c|$.

**Two curves.** Let $g$ satisfy the same conditions with minimiser $y_0$, and let $p_0,\dots,p_M$ be the comparison points. With $v_i=(f(p_i)-f(x_0))-(g(p_i)-g(y_0))$, alignment at the grid minima replaces $v_i$ by $v_i+\delta_g-\delta_f$. Both errors lie in $[0,Kh^2/8]$, so their difference is at most $Kh^2/8$ in size, and so is the change in the RMS difference.

**Numbers.** Let $x$ be the displacement from a fixed reference bond length. Take $h=0.1$ Å, grid points $0$ and $0.1$ Å, and $K=40$ eV/Å². Let $f=20(x-0.03)^2$ and $g=20(x-0.05)^2$, in eV with $x$ in Å. Then $\delta_f=0.018$ eV and $\delta_g=0.050$ eV. On the two grid points the truly aligned differences are $-0.032$ and $0.048$ eV, with RMS about $0.041$ eV. The grid-aligned ones are $0$ and $0.080$ eV, with RMS about $0.057$ eV. The change is about $0.016$ eV, and the bound is $0.05$ eV.

**The largest deviation.** By the triangle inequality, $\max_i|v_i|$ also changes by at most $|c|$ under a constant shift, so the same argument bounds its change by $Kh^2/8$; this variant is argued here by hand only.

## Grid, curves and RMS difference in Lean

```lean
import Mathlib

open Set

namespace GridMinimumAlignment

noncomputable section
```

The grid point $x_i$ is `gridPoint a h i`, and the span ends at `gridPoint a h N`.

```lean
/-- The `i`-th point of the uniform grid with origin `a` and spacing `h`. -/
def gridPoint (a h : ℝ) (i : ℕ) : ℝ := a + (i : ℝ) * h
```

The index type `Fin (N + 1)` runs over $0,\dots,N$, so a grid always has at least one point.

```lean
/-- The lowest value of `f` on the `N + 1` grid points. -/
def gridMin (f : ℝ → ℝ) (a h : ℝ) (N : ℕ) : ℝ :=
  Finset.univ.inf' Finset.univ_nonempty (fun i : Fin (N + 1) => f (gridPoint a h i))

/-- The harmonic curve of curvature `K` centred at `c`. -/
def parabola (K c x : ℝ) : ℝ := K / 2 * (x - c) ^ 2
```

The next structure collects the assumptions on one curve. The names `f'` and `f''` are separate functions, tied to `f` by `HasDerivAt`. This derivative is two-sided even at the ends of the span, so it also constrains how `f` and `f'` approach their end values from outside the span. Differentiability at points beyond the ends is not required. Physically, `K` is an upper limit on the force constant along the scan. It is assumed, not estimated from the samples, and nothing limits how negative the curvature may be. The minimiser is global over the span only.

```lean
/-- On `[a, b]` the curve `f` has first and second derivatives `f'` and `f''`, its second
derivative is at most `K`, and `x₀` is a minimiser. -/
structure IsWellOn (f f' f'' : ℝ → ℝ) (K a b x₀ : ℝ) : Prop where
  deriv_one : ∀ x ∈ Icc a b, HasDerivAt f (f' x) x
  deriv_two : ∀ x ∈ Icc a b, HasDerivAt f' (f'' x) x
  curvature_le : ∀ x ∈ Icc a b, f'' x ≤ K
  mem : x₀ ∈ Icc a b
  isMin : ∀ x ∈ Icc a b, f x₀ ≤ f x
```

The `M + 1` comparison points are never an empty set. They are arbitrary real numbers and need not be grid points.

```lean
/-- The root mean square of `M + 1` numbers. -/
def rms {M : ℕ} (u : Fin (M + 1) → ℝ) : ℝ :=
  Real.sqrt ((∑ i, u i ^ 2) / ((M : ℝ) + 1))

/-- The root-mean-square difference of `f` and `g` at the points `p`, after subtracting the
reference energies `cf` and `cg`. -/
def alignedRMSD {M : ℕ} (f g : ℝ → ℝ) (cf cg : ℝ) (p : Fin (M + 1) → ℝ) : ℝ :=
  rms (fun i => (f (p i) - cf) - (g (p i) - cg))
```

## The curve below its parabola

`mean_value` puts the mean value theorem in product form, and `hasDerivAt_parabola` supplies the slope $K(x-c)$.

```lean
/-- The change of a differentiable curve between two points is its slope at some point between
them times their distance. -/
theorem mean_value {g g' : ℝ → ℝ} {a b u v : ℝ}
    (hg : ∀ x ∈ Icc a b, HasDerivAt g (g' x) x) (hu : a ≤ u) (hv : v ≤ b) (huv : u < v) :
    ∃ c ∈ Ioo u v, g v - g u = g' c * (v - u) := by
  obtain ⟨c, hc, h⟩ := exists_hasDerivAt_eq_slope g g' huv
    (fun x hx => (hg x ⟨hu.trans hx.1, hx.2.trans hv⟩).continuousAt.continuousWithinAt)
    (fun x hx => hg x ⟨hu.trans hx.1.le, hx.2.le.trans hv⟩)
  exact ⟨c, hc, by rw [h, div_mul_cancel₀ _ (sub_pos.mpr huv).ne']⟩

/-- The slope of the harmonic curve is `K` times the displacement from its centre. -/
theorem hasDerivAt_parabola (K c x : ℝ) :
    HasDerivAt (parabola K c) (K * (x - c)) x := by
  have h1 : HasDerivAt (fun y : ℝ => y - c) 1 x := (hasDerivAt_id' x).sub_const c
  have e : parabola K c = fun y => K / 2 * ((y - c) * (y - c)) := by
    funext y
    unfold parabola
    ring
  rw [e]
  exact ((h1.fun_mul h1).const_mul (K / 2)).congr_deriv (by ring)
```

In `le_parabola`, `hz` is the vanishing slope and `hφ` differentiates $\varphi$. The three cases are $x<x_0$, $x=x_0$ and $x>x_0$. In the outer two, `h1` and `h2` are the two uses of the mean value theorem, and `h4` is the sign of the resulting product.

```lean
/-- A curve with an interior minimiser `x₀` and second derivative at most `K` lies below the
harmonic curve of curvature `K` that touches it at `x₀`. -/
theorem le_parabola {f f' f'' : ℝ → ℝ} {K a b x₀ x : ℝ} (w : IsWellOn f f' f'' K a b x₀)
    (h₀ : x₀ ∈ Ioo a b) (hx : x ∈ Icc a b) : f x ≤ f x₀ + parabola K x₀ x := by
  -- the slope vanishes at the interior minimiser
  have hloc : IsLocalMin f x₀ :=
    Filter.mem_of_superset (Icc_mem_nhds h₀.1 h₀.2) (fun y hy => w.isMin y hy)
  have hz : f' x₀ = 0 := hloc.hasDerivAt_eq_zero (w.deriv_one x₀ w.mem)
  have hp : parabola K x₀ x₀ = 0 := by simp [parabola]
  have hφ : ∀ y ∈ Icc a b, HasDerivAt (fun y => f y - parabola K x₀ y)
      ((fun y => f' y - K * (y - x₀)) y) y :=
    fun y hy => (w.deriv_one y hy).fun_sub (hasDerivAt_parabola K x₀ y)
  rcases lt_trichotomy x x₀ with hlt | heq | hgt
  · obtain ⟨c, hc, h1⟩ := mean_value hφ hx.1 h₀.2.le hlt
    have h1' : (f x₀ - parabola K x₀ x₀) - (f x - parabola K x₀ x)
        = (f' c - K * (c - x₀)) * (x₀ - x) := h1
    obtain ⟨d, hd, h2⟩ := mean_value w.deriv_two (hx.1.trans hc.1.le) h₀.2.le hc.2
    have h3 := mul_le_mul_of_nonneg_right
      (w.curvature_le d ⟨(hx.1.trans hc.1.le).trans hd.1.le, hd.2.le.trans h₀.2.le⟩)
      (sub_pos.mpr hc.2).le
    have h4 : 0 ≤ (f' c - K * (c - x₀)) * (x₀ - x) :=
      mul_nonneg (by linarith) (sub_pos.mpr hlt).le
    linarith
  · rw [heq, hp, add_zero]
  · obtain ⟨c, hc, h1⟩ := mean_value hφ h₀.1.le hx.2 hgt
    have h1' : (f x - parabola K x₀ x) - (f x₀ - parabola K x₀ x₀)
        = (f' c - K * (c - x₀)) * (x - x₀) := h1
    obtain ⟨d, hd, h2⟩ := mean_value w.deriv_two h₀.1.le (hc.2.le.trans hx.2) hc.1
    have h3 := mul_le_mul_of_nonneg_right
      (w.curvature_le d ⟨h₀.1.le.trans hd.1.le, hd.2.le.trans (hc.2.le.trans hx.2)⟩)
      (sub_pos.mpr hc.1).le
    have h4 : (f' c - K * (c - x₀)) * (x - x₀) ≤ 0 :=
      mul_nonpos_of_nonpos_of_nonneg (by linarith) (sub_pos.mpr hgt).le
    linarith
```

## The error of the grid minimum

The rounding step appears with `t` and `n` as above.

```lean
/-- Every position in the span of the grid is within half a spacing of some grid point. -/
theorem exists_near_gridPoint {a h x : ℝ} {N : ℕ} (hh : 0 < h)
    (hx : x ∈ Icc a (gridPoint a h N)) :
    ∃ i : Fin (N + 1), |gridPoint a h i - x| ≤ h / 2 := by
  obtain ⟨t, ht⟩ : ∃ t : ℝ, t * h = x - a := ⟨(x - a) / h, div_mul_cancel₀ _ hh.ne'⟩
  have hx1 := hx.1
  have hx2 : x ≤ a + (N : ℝ) * h := hx.2
  have t0 : 0 ≤ t := le_of_mul_le_mul_right (by linarith : 0 * h ≤ t * h) hh
  have tN : t ≤ N := le_of_mul_le_mul_right (by linarith : t * h ≤ (N : ℝ) * h) hh
  -- round the position, in units of the spacing, to the nearest integer
  obtain ⟨n, n1, n2⟩ : ∃ n : ℕ, (n : ℝ) ≤ t + 1 / 2 ∧ t + 1 / 2 < (n : ℝ) + 1 :=
    ⟨⌊t + 1 / 2⌋₊, Nat.floor_le (by linarith), Nat.lt_floor_add_one _⟩
  have hn : n < N + 1 := by
    have : (n : ℝ) < (N : ℝ) + 1 := by linarith
    exact_mod_cast this
  have m1 := mul_le_mul_of_nonneg_right n1 hh.le
  have m2 := mul_le_mul_of_nonneg_right n2.le hh.le
  refine ⟨⟨n, hn⟩, ?_⟩
  change |a + (n : ℝ) * h - x| ≤ h / 2
  exact abs_le.mpr ⟨by linarith, by linarith⟩
```

In `gridMin_error`, `key` finds a grid point whose energy is at most $f(x_0)+Kh^2/8$, treating the two ends of the span separately. The lower bound `hlo` holds because no grid value lies below $f(x_0)$. The "true minimum" in the docstrings is this minimum over the span.

```lean
/-- The lowest grid value is never below the true minimum and exceeds it by at most
`K h² / 8`. -/
theorem gridMin_error {f f' f'' : ℝ → ℝ} {K a h x₀ : ℝ} {N : ℕ} (hK : 0 ≤ K) (hh : 0 < h)
    (w : IsWellOn f f' f'' K a (gridPoint a h N) x₀) :
    0 ≤ gridMin f a h N - f x₀ ∧ gridMin f a h N - f x₀ ≤ K * h ^ 2 / 8 := by
  have hmem : ∀ i : Fin (N + 1), gridPoint a h i ∈ Icc a (gridPoint a h N) := by
    intro i
    have hi : ((i : ℕ) : ℝ) ≤ (N : ℝ) := by exact_mod_cast Nat.le_of_lt_succ i.isLt
    have h1 := mul_le_mul_of_nonneg_right hi hh.le
    have h2 : 0 ≤ ((i : ℕ) : ℝ) * h := by positivity
    unfold gridPoint
    exact ⟨by linarith, by linarith⟩
  have hpos : 0 ≤ K * h ^ 2 / 8 := by positivity
  have key : ∃ i : Fin (N + 1), f (gridPoint a h i) ≤ f x₀ + K * h ^ 2 / 8 := by
    rcases eq_or_lt_of_le w.mem.1 with h0 | h0
    · -- a minimiser at an end of the span is itself a grid point
      have e : gridPoint a h ((0 : Fin (N + 1)) : ℕ) = x₀ := by simp [gridPoint, h0]
      exact ⟨0, by rw [e]; linarith⟩
    rcases eq_or_lt_of_le w.mem.2 with h1 | h1
    · have e : gridPoint a h ((Fin.last N : Fin (N + 1)) : ℕ) = x₀ := by
        rw [Fin.val_last, h1]
      exact ⟨Fin.last N, by rw [e]; linarith⟩
    · obtain ⟨i, hi⟩ := exists_near_gridPoint hh w.mem
      have hq := le_parabola w ⟨h0, h1⟩ (hmem i)
      have hs : (gridPoint a h i - x₀) ^ 2 ≤ (h / 2) ^ 2 :=
        sq_le_sq' (abs_le.mp hi).1 (abs_le.mp hi).2
      have hm := mul_le_mul_of_nonneg_left hs hK
      unfold parabola at hq
      exact ⟨i, by linarith⟩
  obtain ⟨i, hi⟩ := key
  have hup : gridMin f a h N ≤ f (gridPoint a h i) :=
    Finset.inf'_le (fun j : Fin (N + 1) => f (gridPoint a h j)) (Finset.mem_univ i)
  have hlo : f x₀ ≤ gridMin f a h N :=
    Finset.le_inf' _ _ (fun j _ => w.isMin _ (hmem j))
  exact ⟨by linarith, by linarith⟩
```

## The effect of a constant shift

Here `hm` is $|\bar v|\le R(v)$, `hsum` expands the square, and the last lines compare with $(R(v)+|c|)^2$.

```lean
/-- Adding a constant `c` to all entries raises their root mean square by at most `|c|`. -/
theorem rms_add_const_le {M : ℕ} (v : Fin (M + 1) → ℝ) (c : ℝ) :
    rms (fun i => v i + c) ≤ rms v + |c| := by
  have hn : (0 : ℝ) < (M : ℝ) + 1 := by positivity
  have hT : (∑ i, v i) ^ 2 ≤ ((M : ℝ) + 1) * ∑ i, v i ^ 2 := by
    have := sq_sum_le_card_mul_sum_sq (s := Finset.univ) (f := v)
    simpa using this
  -- the mean is bounded by the root mean square
  have hm : |(∑ i, v i) / ((M : ℝ) + 1)| ≤ rms v := by
    refine Real.abs_le_sqrt ?_
    rw [div_pow, div_le_div_iff₀ (by positivity) hn]
    nlinarith [mul_le_mul_of_nonneg_right hT hn.le]
  have hsum : ∑ i, (v i + c) ^ 2
      = ∑ i, v i ^ 2 + 2 * c * ∑ i, v i + ((M : ℝ) + 1) * c ^ 2 := by
    have e : ∀ i, (v i + c) ^ 2 = v i ^ 2 + 2 * c * v i + c ^ 2 := fun i => by ring
    rw [Finset.sum_congr rfl (fun i _ => e i), Finset.sum_add_distrib,
      Finset.sum_add_distrib, ← Finset.mul_sum]
    simp
  have hs : rms v ^ 2 = (∑ i, v i ^ 2) / ((M : ℝ) + 1) := Real.sq_sqrt (by positivity)
  have h0 : 0 ≤ rms v := Real.sqrt_nonneg _
  have hc : c * ((∑ i, v i) / ((M : ℝ) + 1)) ≤ |c| * rms v := by
    refine (le_abs_self _).trans ?_
    rw [abs_mul]
    exact mul_le_mul_of_nonneg_left hm (abs_nonneg c)
  refine Real.sqrt_le_iff.mpr ⟨by positivity, ?_⟩
  rw [hsum, add_div, add_div, mul_div_assoc, mul_div_cancel_left₀ _ hn.ne', ← hs]
  nlinarith [sq_abs c]
```

The two-sided version applies this lemma twice, the second time with `-c`.

```lean
/-- Adding a constant `c` to all entries changes their root mean square by at most `|c|`. -/
theorem abs_rms_add_const_sub_le {M : ℕ} (v : Fin (M + 1) → ℝ) (c : ℝ) :
    |rms (fun i => v i + c) - rms v| ≤ |c| := by
  have h1 := rms_add_const_le v c
  have h2 := rms_add_const_le (fun i => v i + c) (-c)
  simp only [add_neg_cancel_right, abs_neg] at h2
  exact abs_le.mpr ⟨by linarith, by linarith⟩
```

## The bound for two curves

The theorem takes one `K` and one grid for both curves, each with its own minimiser. The equation `e` rewrites the grid-aligned difference as the truly aligned one plus $\delta_g-\delta_f$, and the shift lemma finishes the proof. For electronic structure, this limits the effect of grid alignment when two methods are compared along a one-dimensional scan with noise-free energies and a known curvature bound.

```lean
/-- Aligning two curves at their lowest grid values instead of their true minima changes their
root-mean-square difference, taken at any points `p`, by at most `K h² / 8`. -/
theorem alignment_error_le {f f' f'' g g' g'' : ℝ → ℝ} {K a h x₀ y₀ : ℝ} {N M : ℕ}
    (hK : 0 ≤ K) (hh : 0 < h)
    (wf : IsWellOn f f' f'' K a (gridPoint a h N) x₀)
    (wg : IsWellOn g g' g'' K a (gridPoint a h N) y₀) (p : Fin (M + 1) → ℝ) :
    |alignedRMSD f g (gridMin f a h N) (gridMin g a h N) p
      - alignedRMSD f g (f x₀) (g y₀) p| ≤ K * h ^ 2 / 8 := by
  obtain ⟨f1, f2⟩ := gridMin_error hK hh wf
  obtain ⟨g1, g2⟩ := gridMin_error hK hh wg
  -- the two alignments differ by one constant shift
  have e : alignedRMSD f g (gridMin f a h N) (gridMin g a h N) p
      = rms (fun i => ((f (p i) - f x₀) - (g (p i) - g y₀))
        + ((gridMin g a h N - g y₀) - (gridMin f a h N - f x₀))) := by
    unfold alignedRMSD
    congr 1
    funext i
    ring
  rw [e]
  exact (abs_rms_add_const_sub_le _ _).trans (abs_le.mpr ⟨by linarith, by linarith⟩)
```

## A pair of curves that attains the bound

The constant $1/8$ is the best possible. Take a parabola centred at $h/2$, a flat curve, and the grid points $0$ and $h$. Both grid values of the parabola are $Kh^2/8$ (`hv`), so grid alignment makes the two curves agree at both points, while true alignment leaves an RMS difference of $Kh^2/8$. The theorem also confirms that both curves satisfy `IsWellOn`.

```lean
/-- For a harmonic curve centred midway between two grid points and a flat curve, compared on these
two points, aligning at the lowest grid values instead of the true minima changes the
root-mean-square difference by exactly `K h² / 8`. Both curves satisfy `IsWellOn`. -/
theorem alignment_error_sharp {K h : ℝ} (hK : 0 < K) (hh : 0 < h) :
    IsWellOn (parabola K (h / 2)) (fun x => K * (x - h / 2)) (fun _ => K) K
      0 (gridPoint 0 h 1) (h / 2) ∧
    IsWellOn (fun _ => 0) (fun _ => 0) (fun _ => 0) K 0 (gridPoint 0 h 1) (h / 2) ∧
    |alignedRMSD (parabola K (h / 2)) (fun _ => 0) (gridMin (parabola K (h / 2)) 0 h 1)
        (gridMin (fun _ => 0) 0 h 1) (fun i : Fin (1 + 1) => gridPoint 0 h i)
      - alignedRMSD (parabola K (h / 2)) (fun _ => 0) (parabola K (h / 2) (h / 2)) 0
        (fun i : Fin (1 + 1) => gridPoint 0 h i)| = K * h ^ 2 / 8 := by
  have hend : gridPoint 0 h 1 = h := by simp [gridPoint]
  have hmem : h / 2 ∈ Icc 0 (gridPoint 0 h 1) := by
    rw [hend]
    exact ⟨by linarith, by linarith⟩
  have hmin : parabola K (h / 2) (h / 2) = 0 := by simp [parabola]
  refine ⟨⟨fun x _ => hasDerivAt_parabola K _ x, fun x _ => ?_, fun _ _ => le_rfl, hmem,
    fun x _ => ?_⟩, ⟨fun x _ => hasDerivAt_const x 0, fun x _ => hasDerivAt_const x 0,
    fun _ _ => hK.le, hmem, fun _ _ => le_rfl⟩, ?_⟩
  · exact (((hasDerivAt_id' x).sub_const (h / 2)).const_mul K).congr_deriv (by ring)
  · rw [hmin]
    unfold parabola
    positivity
  · -- both grid values of the harmonic curve equal `K h² / 8`
    have hv : ∀ i : Fin (1 + 1), parabola K (h / 2) (gridPoint 0 h i) = K * h ^ 2 / 8 := by
      intro i
      have hi := i.isLt
      have h01 : (i : ℕ) = 0 ∨ (i : ℕ) = 1 := by omega
      rcases h01 with e | e <;> rw [e] <;> unfold parabola gridPoint <;> push_cast <;> ring
    have hconst : ∀ (q : ℝ → ℝ) (c : ℝ), (∀ i : Fin (1 + 1), q (gridPoint 0 h i) = c) →
        gridMin q 0 h 1 = c := by
      intro q c hq
      refine le_antisymm ?_ (Finset.le_inf' _ _ (fun j _ => (hq j).ge))
      exact (Finset.inf'_le (fun j : Fin (1 + 1) => q (gridPoint 0 h j))
        (Finset.mem_univ 0)).trans (hq 0).le
    have hG := hconst (parabola K (h / 2)) _ hv
    have hG0 := hconst (fun _ => 0) 0 (fun _ => rfl)
    have hr : ∀ c : ℝ, rms (fun _ : Fin (1 + 1) => c) = |c| := by
      intro c
      have e : (∑ _i : Fin (1 + 1), c ^ 2) / (((1 : ℕ) : ℝ) + 1) = c ^ 2 := by
        simp only [Finset.sum_const, Finset.card_univ, Fintype.card_fin, nsmul_eq_mul]
        push_cast
        ring
      change Real.sqrt ((∑ _i : Fin (1 + 1), c ^ 2) / (((1 : ℕ) : ℝ) + 1)) = |c|
      rw [e, Real.sqrt_sq_eq_abs]
    have hp : 0 ≤ K * h ^ 2 / 8 := by positivity
    simp only [alignedRMSD, hv, hG, hG0, hmin, hr, sub_self, sub_zero, abs_zero, zero_sub,
      abs_neg, abs_of_nonneg hp]

end

end GridMinimumAlignment
```

```lean
#print axioms GridMinimumAlignment.alignment_error_le
#print axioms GridMinimumAlignment.alignment_error_sharp
```

```
'GridMinimumAlignment.alignment_error_le' depends on axioms: [propext, Classical.choice, Quot.sound]
'GridMinimumAlignment.alignment_error_sharp' depends on axioms: [propext, Classical.choice, Quot.sound]
```
